# A three-orbital model with a cubic energy in which the aufbau rule moves one electron round a 3-cycle

The model has three orbitals with occupations n₀, n₁, n₂, and its orbital levels are the derivatives of the cubic energy −(n₀²n₁ + n₁²n₂ + n₂²n₀) with respect to them. The theorem says that if one electron sits in orbital `i`, the levels computed from that occupation are such that placing the electron in orbital `i + 1` instead, counted modulo 3, obeys the aufbau rule. Here the rule asks for a Fermi level, equal to none of the orbital levels, with every orbital below it filled and every orbital above it empty. The proof puts the Fermi level at −1/2, between the one level at −1 and the two at 0, and leaves `norm_num` to check the nine pairs of starting orbital and orbital tested.

The failing Lean file:

```lean
import Mathlib

open Matrix

namespace CubicThreeCycle

noncomputable section

variable {ι : Type*} [Fintype ι] [DecidableEq ι]

/-- The occupation with one electron in orbital `i` and all other orbitals empty. -/
def orb {ι : Type*} [DecidableEq ι] (i : ι) : ι → ℝ := Pi.single i 1

/-- The occupation `p` obeys the aufbau rule for the levels `ε`: some Fermi level, at which
no level lies, has only filled orbitals below it and only empty orbitals above it. -/
def IsAufbau {ι : Type*} (ε p : ι → ℝ) : Prop :=
  ∃ μ : ℝ, ∀ i, (ε i < μ ∧ p i = 1) ∨ (μ < ε i ∧ p i = 0)

/-- The three orbital levels of the cubic energy, written out. -/
def cubicLevels (n : Fin 3 → ℝ) : Fin 3 → ℝ :=
  ![-(2 * n 0 * n 1 + n 2 ^ 2), -(n 0 ^ 2 + 2 * n 1 * n 2), -(n 1 ^ 2 + 2 * n 2 * n 0)]

/-- The levels of the cubic energy send one electron through the aufbau cycle 0 → 1 → 2 → 0. -/
theorem cubic_three_cycle (i : Fin 3) : IsAufbau (cubicLevels (orb i)) (orb (i + 1)) := by
  refine ⟨-1 / 2, fun j => ?_⟩
  fin_cases i <;> fin_cases j <;> norm_num [cubicLevels, orb, Pi.single_apply]

end

end CubicThreeCycle
```

Messages:

```
Main.lean:24:88: error: unsolved goals
case «0».«0»
⊢ (if 2 = 0 then 1 else 0) < 1 / 2

case «0».«2»
⊢ (if 2 = 0 then 2 else 0) < 1 / 2

case «1».«0»
⊢ (1 / 2 < if 2 = 1 then 1 else 0) ∧ 0 = 1 + 1 ∨ (if 2 = 1 then 1 else 0) < 1 / 2 ∧ ¬0 = 1 + 1

case «1».«1»
⊢ (if 2 = 1 then 2 else 0) < 1 / 2

case «1».«2»
⊢ ⟨2, ⋯⟩ = 1 + 1

case «2».«0»
⊢ (1 / 2 < if 2 = ⟨2, ⋯⟩ then 1 else 0) ∧ 0 = ⟨2, ⋯⟩ + 1 ∨ (if 2 = ⟨2, ⋯⟩ then 1 else 0) < 1 / 2 ∧ ¬0 = ⟨2, ⋯⟩ + 1
```

The error lists six of the nine cases, all of them true but unfinished. What is left in each hangs on an equality between orbital labels, such as `2 = 0`, `0 = 1 + 1` or `⟨2, ⋯⟩ = 1 + 1`. These labels live in `Fin 3`, where arithmetic is modulo 3. `Pi.single_apply` has turned the occupations into `if` expressions that test such equalities, and `norm_num` doesn't run the simplification procedures that evaluate literals in `Fin`, so the tests stay undecided.

The repair calls `simp` first, which does run those procedures. It can work out the sums and equalities of labels, and so settle which occupations are 1 and which are 0. The `norm_num` that follows deals with any comparisons of real numbers still open. `Pi.single_apply` is dropped because `simp` already has lemmas for the value of `Pi.single` at its own index and at a different one; the `if` expressions it produced were correct, and the trouble lay in deciding their conditions.

The mended proof, as a diff:

```diff
@@ -24,5 +24,5 @@
 theorem cubic_three_cycle (i : Fin 3) : IsAufbau (cubicLevels (orb i)) (orb (i + 1)) := by
   refine ⟨-1 / 2, fun j => ?_⟩
-  fin_cases i <;> fin_cases j <;> norm_num [cubicLevels, orb, Pi.single_apply]
+  fin_cases i <;> fin_cases j <;> simp [cubicLevels, orb] <;> norm_num
 
 end
```
